# Separated fragments with convex energies have a convex total energy

Let several separated fragments share n particles, and let C(n) be the lowest total energy over all ways of distributing them. If the energy of every fragment has nonnegative second differences in its own particle number, then so has C:

C(n+2) − 2 C(n+1) + C(n) ≥ 0

for every n with n + 2 at most the total capacity. For two fragments A and B, holding at most M and K particles,

C(n) = min { E_A(i) + E_B(j) : i + j = n, i ≤ M, j ≤ K },

and the inequality holds on 0..M+K.

The second difference is the ionisation energy minus the electron affinity of the system with n + 1 particles, that is, its fundamental gap. The fragments are assumed to have nonnegative gaps at all their fillings; the assembly then has them too.

## Fractional particle numbers and stretched dimers

An energy at a fractional particle number n + w, with 0 ≤ w ≤ 1, can be defined by the straight line between neighbouring integers,

(1 − w) C(n) + w C(n+1).

If C is convex, this is the lowest average energy of all mixtures of integer particle numbers with mean n + w. For finite fragments without mutual coupling, it is therefore enough to check the second differences of each fragment's table; the combined table needs no separate check.

A second use is the dissociation limit of a symmetric dimer. A code may compare the energy of the stretched dimer with 2k particles to twice the energy E(k) of one half. For two uncoupled copies of capacity M, this reference value is right for every k ≤ M exactly when E has nonnegative second differences. A single Hubbard site with level ε and interaction U shows both cases: its energies are 0, ε and 2ε + U, so its only second difference is U. For U < 0, two such sites holding two electrons put both on one site, and the reference value 2ε is too high.

## Moving one particle within the optimal distributions

Write E_s(k) for the energy of fragment s with k particles and M_s for its capacity. A distribution x assigns x_s ≤ M_s particles to each fragment.

**One fragment.** Drop the index s and let μ(k) = E(k+1) − E(k) be the energy for adding a particle. Nonnegative second differences mean μ(k+1) ≥ μ(k). For a + d + 1 ≤ M this gives μ(a+d) ≥ μ(a), which written out is

E(a+1) + E(a+d) ≤ E(a) + E(a+d+1).  (1)

Moving one particle from the larger of two different fillings to the smaller does not raise the sum of their energies. For d = 0 the two sides are equal.

**The assembly.** Let n + 2 ≤ ∑ M_s. There are finitely many distributions of a given number of particles, and at least one up to the total capacity, so the minima exist. Take x optimal for n and y optimal for n + 2. Since y holds more particles in total, some fragment s has x_s < y_s. Write y_s = x_s + d + 1.

Add a particle to fragment s in x, and remove one from fragment s in y. The new fillings x_s + 1 and x_s + d are at most y_s, hence at most M_s, and both new distributions hold n + 1 particles. They bound the minimum from above:

C(n+1) ≤ C(n) + E_s(x_s+1) − E_s(x_s)

C(n+1) ≤ C(n+2) + E_s(x_s+d) − E_s(x_s+d+1)

Add the two lines. By (1) with a = x_s, the four fragment terms sum to at most zero, so

2 C(n+1) ≤ C(n) + C(n+2).

**Two equal copies.** Suppose E has nonnegative second differences. Then

2 E(a+d) ≤ E(a) + E(a+2d)  (2)

whenever a + 2d ≤ M. For d = 0 this is an equality. If it holds for d, apply it at a + 1 and then use (1) for the fillings a and a + 2d + 2:

2 E(a+d+1) ≤ E(a+1) + E(a+2d+1) ≤ E(a) + E(a+2d+2).

In any split i + j = 2k the fillings lie equally far on either side of k, so (2) gives E(i) + E(j) ≥ 2 E(k). The split (k, k) attains this value, hence C(2k) = 2 E(k).

Conversely, suppose C(2k) = 2 E(k) for all k ≤ M. If k + 2 ≤ M, the split (k, k+2) is admissible for 2k + 2 particles, so

2 E(k+1) = C(2k+2) ≤ E(k) + E(k+2).

## Definitions and proofs in Lean

```lean
import Mathlib

open Finset

namespace FragmentConvexity

noncomputable section

variable {ι : Type*} [Fintype ι]

/-- The energies `E 0, ..., E M` have nonnegative second differences. -/
def ConvexFilling (E : ℕ → ℝ) (M : ℕ) : Prop :=
  ∀ k, k + 2 ≤ M → 0 ≤ E (k + 2) - 2 * E (k + 1) + E k

/-- The total energies of all distributions of `n` particles over separated fragments,
where fragment `s` holds at most `M s` particles. -/
def assemblyEnergies (E : ι → ℕ → ℝ) (M : ι → ℕ) (n : ℕ) : Set ℝ :=
  (fun x : ι → ℕ => ∑ s, E s (x s)) '' {x | x ≤ M ∧ ∑ s, x s = n}

/-- The lowest energy of `n` particles distributed over the fragments, for `n` up to the
total capacity `∑ s, M s`. -/
def assemblyEnergy (E : ι → ℕ → ℝ) (M : ι → ℕ) (n : ℕ) : ℝ :=
  sInf (assemblyEnergies E M n)

/-- The energies `EA i + EB j` of all splits `i + j = n` with `i ≤ M` and `j ≤ K`. -/
def splitEnergies (EA EB : ℕ → ℝ) (M K n : ℕ) : Set ℝ :=
  {e | ∃ i j, i ≤ M ∧ j ≤ K ∧ i + j = n ∧ EA i + EB j = e}

/-- The combined energy of two separated fragments sharing `n` particles, for `n ≤ M + K`. -/
def combinedEnergy (EA EB : ℕ → ℝ) (M K n : ℕ) : ℝ :=
  sInf (splitEnergies EA EB M K n)

/-- For energies with nonnegative second differences on `0..M`, moving one particle from the larger
of two different fillings in this range to the smaller does not raise the sum of their energies. -/
theorem transfer_le {E : ℕ → ℝ} {M : ℕ} (h : ConvexFilling E M) (a d : ℕ)
    (hd : a + d + 1 ≤ M) : E (a + 1) + E (a + d) ≤ E a + E (a + d + 1) := by
  induction d with
  | zero => exact (add_comm (E (a + 1)) (E a)).le
  | succ d ih =>
    have h2 : 0 ≤ E (a + d + 1 + 1) - 2 * E (a + d + 1) + E (a + d) :=
      h (a + d) (by omega)
    have h3 := ih (by omega)
    show E (a + 1) + E (a + d + 1) ≤ E a + E (a + d + 1 + 1)
    linarith

/-- When the filling of one fragment is changed, a quantity additive over fragments changes
only by the contribution of that fragment. -/
theorem sum_update {R : Type*} [AddCommMonoid R] [DecidableEq ι] (F : ι → ℕ → R)
    (x : ι → ℕ) (s : ι) (v : ℕ) :
    ∑ t, F t (Function.update x s v t) + F s (x s) = ∑ t, F t (x t) + F s v := by
  have h : ∑ t ∈ univ.erase s, F t (Function.update x s v t)
      = ∑ t ∈ univ.erase s, F t (x t) :=
    Finset.sum_congr rfl fun t ht => by
      rw [Function.update_of_ne (Finset.ne_of_mem_erase ht)]
  have h1 : F s (Function.update x s v s)
      + ∑ t ∈ univ.erase s, F t (Function.update x s v t)
      = ∑ t, F t (Function.update x s v t) :=
    Finset.add_sum_erase _ (fun t => F t (Function.update x s v t)) (Finset.mem_univ s)
  have h2 : F s (x s) + ∑ t ∈ univ.erase s, F t (x t) = ∑ t, F t (x t) :=
    Finset.add_sum_erase _ (fun t => F t (x t)) (Finset.mem_univ s)
  rw [Function.update_self] at h1
  rw [← h1, ← h2, h]
  abel

/-- Up to the total capacity, the assembly energy is attained by a distribution of the
particles and is a lower bound for all of them. -/
theorem assemblyEnergy_isLeast (E : ι → ℕ → ℝ) (M : ι → ℕ) {n : ℕ}
    (hn : n ≤ ∑ s, M s) : IsLeast (assemblyEnergies E M n) (assemblyEnergy E M n) := by
  classical
  -- there are finitely many distributions
  have hfin : (assemblyEnergies E M n).Finite :=
    ((Set.finite_Icc (0 : ι → ℕ) M).subset
      fun x hx => ⟨fun t => Nat.zero_le (x t), hx.1⟩).image _
  -- particles can be filled in one by one
  have hex : ∀ m, m ≤ ∑ s, M s → ∃ x : ι → ℕ, x ≤ M ∧ ∑ s, x s = m := by
    intro m
    induction m with
    | zero => exact fun _ => ⟨fun _ => 0, fun t => Nat.zero_le (M t), by simp⟩
    | succ m ih =>
      intro hm
      obtain ⟨x, hx, hxm⟩ := ih (by omega)
      obtain ⟨s, -, hs⟩ : ∃ s ∈ univ, x s < M s :=
        Finset.exists_lt_of_sum_lt (by rw [hxm]; omega)
      have hsum : ∑ t, Function.update x s (x s + 1) t + x s = ∑ t, x t + (x s + 1) :=
        sum_update (fun _ k => k) x s (x s + 1)
      exact ⟨Function.update x s (x s + 1),
        update_le_iff.2 ⟨hs, fun t _ => hx t⟩, by omega⟩
  obtain ⟨x, hx⟩ := hex n hn
  have hne : (assemblyEnergies E M n).Nonempty := ⟨_, x, hx, rfl⟩
  exact ⟨hne.csInf_mem hfin, fun e he => csInf_le hfin.bddBelow he⟩

/-- Variational bound: changing the filling of one fragment in an admissible distribution `x` to an
admissible value `v` gives an upper bound on the assembly energy at the new particle number `n`. -/
theorem assemblyEnergy_le_update (E : ι → ℕ → ℝ) (M x : ι → ℕ) (hx : x ≤ M) (s : ι)
    (v n : ℕ) (hv : v ≤ M s) (hn : ∑ t, x t + v = n + x s) :
    assemblyEnergy E M n ≤ ∑ t, E t (x t) + E s v - E s (x s) := by
  classical
  have hle : Function.update x s v ≤ M :=
    update_le_iff.2 ⟨hv, fun t _ => hx t⟩
  have hsum : ∑ t, Function.update x s v t + x s = ∑ t, x t + v :=
    sum_update (fun _ k => k) x s v
  have hN : ∑ t, Function.update x s v t = n := by omega
  have hcap : n ≤ ∑ t, M t := hN ▸ Finset.sum_le_sum fun t _ => hle t
  have hlow : assemblyEnergy E M n ≤ ∑ t, E t (Function.update x s v t) :=
    (assemblyEnergy_isLeast E M hcap).2 ⟨Function.update x s v, ⟨hle, hN⟩, rfl⟩
  have hE := sum_update E x s v
  linarith

/-- If every fragment energy has nonnegative second differences, so has the lowest energy of
the whole assembly of separated fragments, up to its total capacity. -/
theorem assemblyEnergy_convex (E : ι → ℕ → ℝ) (M : ι → ℕ)
    (hE : ∀ s, ConvexFilling (E s) (M s)) :
    ConvexFilling (assemblyEnergy E M) (∑ s, M s) := by
  intro n hn
  obtain ⟨⟨x, ⟨hxM, hxn⟩, hx⟩, -⟩ := assemblyEnergy_isLeast E M (n := n) (by omega)
  obtain ⟨⟨y, ⟨hyM, hyn⟩, hy⟩, -⟩ := assemblyEnergy_isLeast E M hn
  have hx' : ∑ s, E s (x s) = assemblyEnergy E M n := hx
  have hy' : ∑ s, E s (y s) = assemblyEnergy E M (n + 2) := hy
  -- some fragment holds more particles in the larger system
  obtain ⟨s, -, hs⟩ : ∃ s ∈ univ, x s < y s :=
    Finset.exists_lt_of_sum_lt (by rw [hxn, hyn]; omega)
  obtain ⟨d, hd⟩ := Nat.exists_eq_add_of_lt hs
  have hyMs : y s ≤ M s := hyM s
  -- add a particle there to `x`, and remove one there from `y`
  have h1 := assemblyEnergy_le_update E M x hxM s (x s + 1) (n + 1) (by omega)
    (by rw [hxn]; omega)
  have h2 := assemblyEnergy_le_update E M y hyM s (x s + d) (n + 1) (by omega)
    (by rw [hyn]; omega)
  have h3 := transfer_le (hE s) (x s) d (by omega)
  rw [← hd] at h3
  linarith

/-- Two fragments are an assembly with two members: the attainable energies coincide. -/
theorem splitEnergies_eq (EA EB : ℕ → ℝ) (M K n : ℕ) :
    splitEnergies EA EB M K n = assemblyEnergies ![EA, EB] ![M, K] n := by
  ext e
  constructor
  · rintro ⟨i, j, hi, hj, hn, he⟩
    refine ⟨![i, j], ⟨?_, ?_⟩, ?_⟩
    · intro t
      fin_cases t
      exacts [hi, hj]
    · simpa [Fin.sum_univ_two] using hn
    · simpa [Fin.sum_univ_two] using he
  · rintro ⟨x, ⟨hx, hn⟩, he⟩
    exact ⟨x 0, x 1, hx 0, hx 1, by simpa [Fin.sum_univ_two] using hn,
      by simpa [Fin.sum_univ_two] using he⟩

/-- For `n ≤ M + K` the combined energy is the minimum of `EA i + EB j` over the
admissible splits `i + j = n`. -/
theorem combinedEnergy_isLeast (EA EB : ℕ → ℝ) (M K : ℕ) {n : ℕ} (hn : n ≤ M + K) :
    IsLeast (splitEnergies EA EB M K n) (combinedEnergy EA EB M K n) := by
  rw [combinedEnergy, splitEnergies_eq]
  exact assemblyEnergy_isLeast _ _ (by simpa [Fin.sum_univ_two] using hn)

/-- If the energies of two separated fragments have nonnegative second differences on `0..M`
and `0..K`, their combined energy has nonnegative second differences on `0..M+K`. -/
theorem combinedEnergy_convex {EA EB : ℕ → ℝ} {M K : ℕ} (hA : ConvexFilling EA M)
    (hB : ConvexFilling EB K) : ConvexFilling (combinedEnergy EA EB M K) (M + K) := by
  intro n hn
  have h := assemblyEnergy_convex ![EA, EB] ![M, K]
    (by intro s; fin_cases s; exacts [hA, hB]) n (by simpa [Fin.sum_univ_two] using hn)
  simpa only [combinedEnergy, splitEnergies_eq, assemblyEnergy] using h

/-- A fragment energy has nonnegative second differences on `0..M` exactly when, for every
`k ≤ M`, two separated copies sharing `2 k` particles have lowest energy `2 E(k)`. -/
theorem convex_iff_equal_sharing (E : ℕ → ℝ) (M : ℕ) :
    ConvexFilling E M ↔ ∀ k ≤ M, combinedEnergy E E M M (2 * k) = 2 * E k := by
  constructor
  · intro h k hk
    -- replacing two fillings by their mean, if it is an integer, never costs energy
    have mid : ∀ d a, a + 2 * d ≤ M → 2 * E (a + d) ≤ E a + E (a + 2 * d) := by
      intro d
      induction d with
      | zero =>
        intro a _
        show 2 * E a ≤ E a + E a
        linarith
      | succ d ih =>
        intro a ha
        have h1 := ih (a + 1) (by omega)
        have h2 := transfer_le h a (2 * d + 1) (by omega)
        rw [show a + 1 + d = a + (d + 1) by omega,
          show a + 1 + 2 * d = a + (2 * d + 1) by omega] at h1
        rw [show a + 2 * (d + 1) = a + (2 * d + 1) + 1 by omega]
        linarith
    obtain ⟨⟨i, j, hi, hj, hn, he⟩, hlow⟩ :=
      combinedEnergy_isLeast E E M M (n := 2 * k) (by omega)
    apply le_antisymm
    · exact hlow ⟨k, k, hk, hk, by omega, by ring⟩
    · rw [← he]
      rcases le_total i j with hij | hij
      · have h1 := mid (k - i) i (by omega)
        rw [show i + (k - i) = k by omega, show i + 2 * (k - i) = j by omega] at h1
        exact h1
      · have h1 := mid (k - j) j (by omega)
        rw [show j + (k - j) = k by omega, show j + 2 * (k - j) = i by omega] at h1
        linarith
  · intro h k hk
    -- compare equal sharing with the split `k`, `k + 2`
    have h1 := h (k + 1) (by omega)
    have h2 : combinedEnergy E E M M (2 * (k + 1)) ≤ E k + E (k + 2) :=
      (combinedEnergy_isLeast E E M M (by omega)).2
        ⟨k, k + 2, by omega, hk, by omega, rfl⟩
    linarith

end

end FragmentConvexity
```

```lean
#print axioms FragmentConvexity.combinedEnergy_convex
#print axioms FragmentConvexity.convex_iff_equal_sharing
```

```
'FragmentConvexity.combinedEnergy_convex' depends on axioms: [propext, Classical.choice, Quot.sound]
'FragmentConvexity.convex_iff_equal_sharing' depends on axioms: [propext, Classical.choice, Quot.sound]
```

## Reading the statements as physics

A fragment energy is a function `E : ℕ → ℝ` together with a capacity `M`. `ConvexFilling E M` says that the second differences are nonnegative as long as all three fillings lie in 0..M; for M < 2 it holds trivially. Values of `E` above the capacity play no role.

The fragments are labelled by a finite type `ι`. In `assemblyEnergies`, the condition `x ≤ M` is meant fragment by fragment, and `∑ s, x s = n` fixes the particle number. `assemblyEnergy` is the infimum of the resulting total energies, and `assemblyEnergy_isLeast` shows that up to the total capacity it is an attained minimum. Beyond that capacity the set is empty and Lean's infimum is 0, which has no physical meaning; the convexity statements stop at the capacity.

`assemblyEnergy_convex` is the result for any finite number of fragments. `combinedEnergy_convex` is the version for two, with `combinedEnergy` in the role of C. `convex_iff_equal_sharing` is the equivalence for two equal copies.

## From the hand derivation to the lemmas

`transfer_le` is inequality (1), proved by induction on `d`: each step adds one more second difference, and `linarith` combines the inequalities.

`sum_update` does the bookkeeping when the filling of one fragment changes. It is stated without subtraction, so that it serves for particle numbers as well as for energies. `assemblyEnergy_isLeast` uses it to fill in particles one by one, which shows that a distribution exists; finiteness follows because all fillings lie between 0 and `M`. `assemblyEnergy_le_update` is the upper bound obtained from a changed distribution.

In `assemblyEnergy_convex`, `Finset.exists_lt_of_sum_lt` finds the fragment with x_s < y_s. The bounds `h1` and `h2` are the two displayed inequalities for C(n+1), and `h3` is (1). `omega` settles the particle counts and `linarith` adds the energies.

`splitEnergies_eq` identifies the splits between two fragments with the distributions over a two-member assembly, from which `combinedEnergy_isLeast` and `combinedEnergy_convex` follow. In the last theorem, the local statement `mid` is (2), and the two cases `i ≤ j` and `j ≤ i` treat the two orders of the fillings.

## Assumed convexity, absent coupling and rounding

The theorems hold for any real energy tables that meet the hypothesis, whether they come from exact diagonalisation or from an approximate functional. Three points matter when they are applied.

- **Convexity of the fragments is an input.** It stands for the physical condition that moving a particle from one to the other of two equally filled copies of a fragment never lowers their total energy. Non-interacting fermions satisfy it, because they fill their levels from below; attractive interactions can violate it, as the Hubbard site with U < 0 shows.
- **The total energy is defined as a minimum of sums.** No Hamiltonian appears. The step to a real system is the identification of its ground-state energy with this minimum, which is justified when neither interaction nor hopping connects the fragments. At finite distance, both can change the second differences.
- **The energies are real numbers.** In floating-point tables, or with an unconverged solver, a second difference that should vanish may come out slightly negative. A check in a code therefore needs a tolerance. Vanishing values are common here: two identical fragments of capacity 1 have C(2) − 2 C(1) + C(0) = 0 whatever their energies are.
